# A rank test for exact density fitting with an invertible auxiliary metric

In density fitting with the Coulomb metric, products of orbitals are expanded in an auxiliary basis, and the four-index Coulomb integrals are replaced by a contraction of two- and three-index integrals. When the auxiliary metric is invertible, this replacement is exact for every integral precisely when the matrix of all integrals over auxiliary functions and orbital products has rank equal to the number of auxiliary functions.

```lean
import Mathlib

open Matrix

namespace DensityFittingExactness

noncomputable section

variable {m n : Type*} [Fintype m] [DecidableEq m] [Fintype n]

/-- The density-fitted four-index integrals `Bᵀ V⁻¹ B`, built from the auxiliary metric `V`
and the three-index integrals `B`. -/
def fittedIntegrals (V : Matrix m m ℝ) (B : Matrix m n ℝ) : Matrix n n ℝ :=
  Bᵀ * V⁻¹ * B

/-- The exact four-index integrals minus the fitted ones. -/
def fitResidual (V : Matrix m m ℝ) (B : Matrix m n ℝ) (G : Matrix n n ℝ) : Matrix n n ℝ :=
  G - fittedIntegrals V B

/-- The matrix of all integrals over auxiliary functions and orbital products together. -/
def jointMetric (V : Matrix m m ℝ) (B : Matrix m n ℝ) (G : Matrix n n ℝ) :
    Matrix (m ⊕ n) (m ⊕ n) ℝ :=
  Matrix.fromBlocks V B Bᵀ G

/-- The density with orbital-product coefficients `y` minus its fit, as a coefficient vector
over auxiliary functions and orbital products. -/
def fitError (V : Matrix m m ℝ) (B : Matrix m n ℝ) : (n → ℝ) →ₗ[ℝ] (m ⊕ n → ℝ) where
  toFun y := Sum.elim (-(V⁻¹ *ᵥ (B *ᵥ y))) y
  map_add' x y := by
    funext i
    rcases i with i | i
    · simp only [Matrix.mulVec_add, Sum.elim_inl, Pi.add_apply, Pi.neg_apply]
      ring
    · rfl
  map_smul' c y := by
    funext i
    rcases i with i | i
    · simp [Matrix.mulVec_smul]
    · rfl

variable {V : Matrix m m ℝ} {B : Matrix m n ℝ} {G : Matrix n n ℝ}

/-- For invertible `V`, the fit error has zero interaction with every auxiliary function, and its
interaction with the orbital products is given by the residual matrix. -/
theorem jointMetric_mulVec_fitError (hV : IsUnit V.det) (y : n → ℝ) :
    jointMetric V B G *ᵥ fitError V B y =
      Sum.elim (0 : m → ℝ) (fitResidual V B G *ᵥ y) := by
  have hl : fitError V B y ∘ Sum.inl = -(V⁻¹ *ᵥ (B *ᵥ y)) := rfl
  have hr : fitError V B y ∘ Sum.inr = y := rfl
  rw [jointMetric, Matrix.fromBlocks_mulVec, hl, hr]
  congr 1
  · rw [Matrix.mulVec_neg, Matrix.mulVec_mulVec, Matrix.mul_nonsing_inv _ hV,
      Matrix.one_mulVec, neg_add_cancel]
  · simp only [fitResidual, fittedIntegrals, Matrix.sub_mulVec, Matrix.mulVec_neg,
      Matrix.mulVec_mulVec, Matrix.mul_assoc]
    abel

/-- For invertible `V`, the null vectors of the joint matrix are exactly the fit errors of the null
vectors of the residual matrix. -/
theorem jointMetric_null_iff (hV : IsUnit V.det) (z : m ⊕ n → ℝ) :
    jointMetric V B G *ᵥ z = 0 ↔
      ∃ y, fitResidual V B G *ᵥ y = 0 ∧ fitError V B y = z := by
  constructor
  · intro h
    -- the auxiliary rows force the auxiliary coefficients to be minus the fit
    have h1 : V *ᵥ (z ∘ Sum.inl) + B *ᵥ (z ∘ Sum.inr) = 0 := by
      rw [jointMetric, Matrix.fromBlocks_mulVec] at h
      funext i
      exact congrFun h (Sum.inl i)
    have h2 : z ∘ Sum.inl = -(V⁻¹ *ᵥ (B *ᵥ (z ∘ Sum.inr))) := by
      rw [eq_neg_of_add_eq_zero_right h1, Matrix.mulVec_neg, neg_neg, Matrix.mulVec_mulVec,
        Matrix.nonsing_inv_mul _ hV, Matrix.one_mulVec]
    have hz : fitError V B (z ∘ Sum.inr) = z := by
      funext i
      rcases i with i | i
      · exact (congrFun h2 i).symm
      · rfl
    have h3 := jointMetric_mulVec_fitError (B := B) (G := G) hV (z ∘ Sum.inr)
    rw [hz, h] at h3
    refine ⟨z ∘ Sum.inr, ?_, hz⟩
    funext i
    exact (congrFun h3 (Sum.inr i)).symm
  · rintro ⟨y, hy, rfl⟩
    rw [jointMetric_mulVec_fitError hV, hy]
    funext i
    rcases i with i | i <;> rfl

/-- For invertible `V`, the rank of the joint matrix is the rank of the auxiliary metric plus the
rank of the residual matrix. -/
theorem rank_jointMetric (hV : IsUnit V.det) :
    (jointMetric V B G).rank = V.rank + (fitResidual V B G).rank := by
  have hker : LinearMap.ker (jointMetric V B G).mulVecLin =
      (LinearMap.ker (fitResidual V B G).mulVecLin).map (fitError V B) := by
    ext z
    simp only [LinearMap.mem_ker, Submodule.mem_map, Matrix.mulVecLin_apply]
    exact jointMetric_null_iff hV z
  have hinj : Function.Injective (fitError V B) := fun y y' h => by
    funext i
    exact congrFun h (Sum.inr i)
  have hdim := (Submodule.equivMapOfInjective (fitError V B) hinj
    (LinearMap.ker (fitResidual V B G).mulVecLin)).finrank_eq
  -- count dimensions for both matrices
  have h1 := LinearMap.finrank_range_add_finrank_ker (jointMetric V B G).mulVecLin
  have h2 := LinearMap.finrank_range_add_finrank_ker (fitResidual V B G).mulVecLin
  rw [hker, ← hdim, Module.finrank_fintype_fun_eq_card, Fintype.card_sum] at h1
  rw [Module.finrank_fintype_fun_eq_card] at h2
  rw [Matrix.rank_of_isUnit V ((Matrix.isUnit_iff_isUnit_det V).2 hV)]
  unfold Matrix.rank
  omega

/-- Exactness test for invertible `V`: the rank of the joint matrix equals the number of auxiliary
functions precisely when every fitted integral equals the exact one. -/
theorem rank_eq_card_iff_exact (hV : IsUnit V.det) :
    (jointMetric V B G).rank = Fintype.card m ↔
      ∀ i j, fittedIntegrals V B i j = G i j := by
  classical
  rw [rank_jointMetric hV,
    Matrix.rank_of_isUnit V ((Matrix.isUnit_iff_isUnit_det V).2 hV)]
  constructor
  · intro h i j
    have h0 : Module.finrank ℝ (LinearMap.range (fitResidual V B G).mulVecLin) = 0 := by
      change _ + Module.finrank ℝ (LinearMap.range (fitResidual V B G).mulVecLin) = _ at h
      omega
    -- a residual of rank zero annihilates every orbital product
    have h1 := LinearMap.range_eq_bot.1 (Submodule.finrank_eq_zero.1 h0)
    have h2 := congrFun (LinearMap.congr_fun h1 (Pi.single j 1)) i
    have h3 : fitResidual V B G i j = 0 := by simpa using h2
    rw [fitResidual, Matrix.sub_apply] at h3
    linarith
  · intro h
    have h0 : fitResidual V B G = 0 := by
      ext i j
      simp [fitResidual, h i j]
    rw [h0, Matrix.rank_zero, add_zero]

/-- For invertible `V`, the quadratic form of the residual matrix is the self-interaction of the fit
error. -/
theorem residual_eq_selfInteraction (hV : IsUnit V.det) (y : n → ℝ) :
    y ⬝ᵥ fitResidual V B G *ᵥ y =
      fitError V B y ⬝ᵥ jointMetric V B G *ᵥ fitError V B y := by
  rw [jointMetric_mulVec_fitError hV]
  simp [dotProduct, Fintype.sum_sum_type, fitError]

/-- For invertible `V` and symmetric integrals with a positive semidefinite joint matrix, all fitted
integrals are exact as soon as the diagonal ones are. -/
theorem exact_iff_diagonal_exact (hV : IsUnit V.det) (hVs : V.IsSymm) (hG : G.IsSymm)
    (hpos : ∀ z, 0 ≤ z ⬝ᵥ jointMetric V B G *ᵥ z) :
    (∀ i j, fittedIntegrals V B i j = G i j) ↔ ∀ i, fittedIntegrals V B i i = G i i := by
  classical
  refine ⟨fun h i => h i i, fun h i j => ?_⟩
  have hsymm : (fitResidual V B G)ᵀ = fitResidual V B G := by
    simp only [fitResidual, fittedIntegrals, Matrix.transpose_sub, Matrix.transpose_mul,
      Matrix.transpose_transpose, Matrix.transpose_nonsing_inv, hVs.eq, hG.eq, Matrix.mul_assoc]
  have hij : fitResidual V B G j i = fitResidual V B G i j := congrFun (congrFun hsymm i) j
  have hd : ∀ k, fitResidual V B G k k = 0 := fun k => by simp [fitResidual, h k]
  have hq : ∀ y, 0 ≤ y ⬝ᵥ fitResidual V B G *ᵥ y := fun y => by
    rw [residual_eq_selfInteraction hV]
    exact hpos _
  -- test the sum and the difference of two orbital products
  have hp := hq (Pi.single i 1 + Pi.single j 1)
  have hm := hq (Pi.single i 1 - Pi.single j 1)
  simp [Matrix.mulVec_add, add_dotProduct, dotProduct_add, hd, hij] at hp
  simp [Matrix.mulVec_sub, sub_dotProduct, dotProduct_sub, hd, hij] at hm
  have h0 : fitResidual V B G i j = 0 := by linarith
  rw [fitResidual, Matrix.sub_apply] at h0
  linarith

/-- For an indefinite symmetric `G`, the diagonal fitted integrals can all be exact while an
off-diagonal one is not. -/
theorem diagonal_test_needs_positivity :
    (∀ i, fittedIntegrals (1 : Matrix (Fin 1) (Fin 1) ℝ) (0 : Matrix (Fin 1) (Fin 2) ℝ) i i =
      !![0, 1; 1, 0] i i) ∧
    fittedIntegrals (1 : Matrix (Fin 1) (Fin 1) ℝ) (0 : Matrix (Fin 1) (Fin 2) ℝ) 0 1 ≠
      !![0, 1; 1, 0] 0 1 := by
  constructor
  · intro i
    fin_cases i <;> simp [fittedIntegrals]
  · simp [fittedIntegrals]

end

end DensityFittingExactness
```

```lean
#print axioms DensityFittingExactness.rank_eq_card_iff_exact
#print axioms DensityFittingExactness.exact_iff_diagonal_exact
#print axioms DensityFittingExactness.diagonal_test_needs_positivity
```

```
'DensityFittingExactness.rank_eq_card_iff_exact' depends on axioms: [propext, Classical.choice, Quot.sound]
'DensityFittingExactness.exact_iff_diagonal_exact' depends on axioms: [propext, Classical.choice, Quot.sound]
'DensityFittingExactness.diagonal_test_needs_positivity' depends on axioms: [propext, Classical.choice, Quot.sound]
```

## Integrals as blocks of one matrix

The finite type `m` labels the auxiliary functions, and the finite type `n` labels orbital products, so that one index in `n` stands for a pair of orbitals. The matrix V holds the Coulomb integrals between auxiliary functions, B those between an auxiliary function and an orbital product, and G the exact integrals between two orbital products. All entries are real. The three definitions `fittedIntegrals`, `fitResidual` and `jointMetric` are, in that order,

F = Bᵀ V⁻¹ B

R = G − F

J = [[V, B], [Bᵀ, G]].

A density with orbital-product coefficients y has the fit coefficients V⁻¹By. Subtracting the fit from the density gives the fit error, whose coefficients over the joint basis are

e(y) = (−V⁻¹By, y).

This is the linear map `fitError`. The type `m ⊕ n` indexes the joint basis, with `Sum.inl` marking the auxiliary part and `Sum.inr` the orbital-product part.

## What the theorems state

The hypothesis `hV : IsUnit V.det` says that V is invertible. For a Coulomb metric this means that the auxiliary functions are linearly independent. Under this hypothesis alone, `rank_jointMetric` states

rank J = rank V + rank R,

and `rank_eq_card_iff_exact` states that rank J equals the number of auxiliary functions if and only if F and G agree in every entry. Neither theorem needs V or G to be symmetric.

The theorem `exact_iff_diagonal_exact` reduces the check to the diagonal integrals. Besides `hV`, it assumes that V and G are symmetric and that zᵀJz ≥ 0 for every z. The last condition expresses that no charge density in the joint basis has a negative Coulomb self-interaction.

The matrices are otherwise arbitrary: no Gaussian functions are defined and no integrals evaluated. For electronic-structure calculations in a finite basis, the result gives an algebraic criterion for fitting without loss, but the rank is that of exact real matrices. It supplies neither a threshold for floating-point rank nor an error bound for an inexact fit.

## From the fit error to the rank

For a general coefficient vector (c, y), the joint matrix gives

J(c, y) = (Vc + By, Bᵀc + Gy).

Inserting c = −V⁻¹By makes the first part −By + By = 0. The second part becomes Gy − BᵀV⁻¹By = Ry. Hence

J e(y) = (0, Ry).

The fit error does not interact with any auxiliary function, and R describes its interaction with the orbital products. This is `jointMetric_mulVec_fitError`. Its proof splits the product into blocks with `Matrix.fromBlocks_mulVec`, cancels VV⁻¹ in the first block and rearranges the second.

Now suppose J(c, y) = 0. The auxiliary rows say Vc = −By, so c = −V⁻¹By and (c, y) = e(y). The identity above then gives Ry = 0. Conversely, Ry = 0 implies J e(y) = 0. The null vectors of J are therefore exactly the fit errors of null vectors of R, as `jointMetric_null_iff` states. In its proof, `h1` contains the auxiliary rows, `h2` solves them for c, and `hz` identifies the vector as a fit error.

The map e is injective, because y can be read off from the second part of e(y). The null spaces of J and R thus have the same dimension, d. With M auxiliary functions and N orbital products, rank-nullity gives

rank J = M + N − d

rank R = N − d.

Therefore rank J = M + rank R, and M = rank V because V is invertible. In `rank_jointMetric`, `hker` expresses the null space of J as an image under e, `hinj` proves injectivity, and `hdim` equates the dimensions. The two rank-nullity equations are `h1` and `h2`, and `omega` does the final counting.

It follows that rank J = M exactly when rank R = 0. A matrix of rank zero sends every vector to zero. Applied to the unit vector u_j, it returns its column j, so every entry vanishes and F = G. If F = G, then R = 0 and its rank is zero. The proof of `rank_eq_card_iff_exact` follows the same route, with `Pi.single j 1` as the unit vector.

## Why the diagonal integrals can suffice

Since the auxiliary part of J e(y) is zero, only the orbital-product part contributes to the self-interaction of the fit error:

e(y)ᵀ J e(y) = yᵀRy.

This is `residual_eq_selfInteraction`. If J satisfies the positivity condition, then yᵀRy ≥ 0 for every y. Symmetry of V and G makes R symmetric, so that

(u_i ± u_j)ᵀ R (u_i ± u_j) = R_ii + R_jj ± 2R_ij ≥ 0.

When all diagonal fitted integrals are exact, R_ii = R_jj = 0. The two signs then give R_ij ≥ 0 and R_ij ≤ 0, hence R_ij = 0. In the Lean proof these two inequalities are `hp` and `hm`, and `linarith` combines them.

## A diagonal check that fails without positivity

Take one auxiliary function and two orbital products, with

V = [1], B = [0, 0], G = [[0, 1], [1, 0]].

All fitted integrals are zero. Both diagonal ones agree with G, but the off-diagonal one is 0 where G has 1. The theorem `diagonal_test_needs_positivity` checks these entries by direct evaluation. V and G are symmetric and V is invertible, so positivity is the hypothesis that fails: for z = (0, 1, −1),

zᵀJz = −2.

Coulomb integrals of real charge densities never give a negative self-interaction, so this is an algebraic example and not a physical one. The rank test still detects the error, since rank J = 3 while there is only one auxiliary function.
